# Alternating reflection parity of Hückel chain orbitals and the sign of their ring-closure overlap

Ring closure of a polyene is represented here by a single number, the σ overlap that one π orbital produces between the p orbitals on the two end atoms. Its sign says whether that orbital favours a given sense of rotation. Reaction paths, barriers and total energies do not enter.

The chain has n sites with equal nearest-neighbour couplings. In Hückel theory an orbital energy is α + βx, where α is the energy of an isolated p orbital, β < 0 is the resonance integral that lets an electron move between neighbours, and x is an eigenvalue of the adjacency matrix A. Electron repulsion and bond alternation are left out.

```lean
import Mathlib

open Matrix

namespace PolyeneFrontierParity

noncomputable section
```

`pathAdj n` is A, with sites numbered i = 0, …, n−1.

```lean
/-- Adjacency matrix of the open chain of `n` sites: neighbouring sites are coupled by `1`. -/
def pathAdj (n : ℕ) : Matrix (Fin n) (Fin n) ℝ :=
  Matrix.of fun i k => if (i : ℕ) + 1 = (k : ℕ) ∨ (k : ℕ) + 1 = (i : ℕ) then 1 else 0
```

For a label j, write θ for `phase n j` and x_j for `level n j`:

θ = jπ/(n+1),  x_j = 2 cos θ

```lean
/-- The phase advance per site, `jπ/(n+1)`, of the orbital with label `j`. -/
def phase (n j : ℕ) : ℝ := (j : ℝ) * Real.pi / ((n : ℝ) + 1)

/-- The Hückel level `2 cos(jπ/(n+1))`, in units of the resonance integral. -/
def level (n j : ℕ) : ℝ := 2 * Real.cos (phase n j)
```

An orbital is any real vector ψ with Aψ = x_j ψ. This admits the zero vector, so ψ ≠ 0 is assumed separately where it matters.

```lean
/-- `ψ` solves the Hückel eigenvalue equation of the chain at level `j`. -/
def IsOrbital (n j : ℕ) (ψ : Fin n → ℝ) : Prop := pathAdj n *ᵥ ψ = level n j • ψ
```

Write φ_p for `amp ψ p`, the amplitude at position p. Positions count from 1, and φ_p = 0 off the chain.

```lean
/-- The amplitude of `ψ` at position `p`, with sites counted from `1` and zero off the chain. -/
def amp {n : ℕ} (ψ : Fin n → ℝ) (p : ℕ) : ℝ :=
  ∑ k : Fin n, if (k : ℕ) + 1 = p then ψ k else 0
```

Let the end atoms carry coefficients c and d, with p orbitals initially parallel to each other and perpendicular to the line joining the atoms. Each p orbital turns about an axis perpendicular to both that line and its initial direction; the two axes are parallel, and the angles a and b are counted in the same sense. The rotation gives components c sin a and d sin b along the line. Lobes of equal sign face each other when these components point in opposite directions, hence the minus sign:

S(a, b) = −(c sin a)(d sin b)

Conrotatory motion is b = a and disrotatory motion is b = −a. The remaining sideways overlap is neglected.

```lean
/-- The σ part of the overlap (sideways overlap is left out), in units of the head-on p-p overlap,
of two terminal p orbitals with coefficients `c` and `d`, first perpendicular to the line joining
them and then rotated by `a` and `b`. -/
def closureOverlap (c d a b : ℝ) : ℝ := -((c * Real.sin a) * (d * Real.sin b))
```

## (a) From positions back to sites

Show that the amplitude at position i+1 is the coefficient on site i:

φ_{i+1} = ψ_i

The sum defining φ_{i+1} keeps only the terms with k + 1 = i + 1. The single survivor is k = i.

```lean
lemma amp_site {n : ℕ} (ψ : Fin n → ℝ) (i : Fin n) : amp ψ ((i : ℕ) + 1) = ψ i := by
  unfold amp
  rw [Finset.sum_eq_single i]
  · simp
  · intro k _ hk
    rw [if_neg]
    intro h
    exact hk (Fin.ext (by omega))
  · intro h
    exact absurd (Finset.mem_univ i) h
```

## (b) One row of the adjacency matrix

Show that A adds the two neighbouring amplitudes, also at the chain ends:

(Aψ)_i = φ_i + φ_{i+2}

Site i sits at position i+1, so its neighbours are at positions i and i+2. At an end, one of these lies off the chain and contributes zero. The proof compares the sums term by term: site k is the left neighbour, the right neighbour, or neither.

```lean
/-- The adjacency matrix replaces the amplitude on a site by the sum of the amplitudes at the two
adjacent positions, where a position off the chain counts as zero. -/
theorem adj_mulVec {n : ℕ} (ψ : Fin n → ℝ) (i : Fin n) :
    (pathAdj n *ᵥ ψ) i = amp ψ (i : ℕ) + amp ψ ((i : ℕ) + 2) := by
  simp only [Matrix.mulVec, dotProduct, pathAdj, Matrix.of_apply, amp]
  rw [← Finset.sum_add_distrib]
  refine Finset.sum_congr rfl fun k _ => ?_
  by_cases h1 : (k : ℕ) + 1 = (i : ℕ)
  · have h2 : ¬ (k : ℕ) + 1 = (i : ℕ) + 2 := by omega
    rw [if_pos (Or.inr h1), if_pos h1, if_neg h2]
    ring
  · by_cases h2 : (k : ℕ) + 1 = (i : ℕ) + 2
    · have h3 : (i : ℕ) + 1 = (k : ℕ) := by omega
      rw [if_pos (Or.inl h3), if_neg h1, if_pos h2]
      ring
    · have h3 : ¬ ((i : ℕ) + 1 = (k : ℕ) ∨ (k : ℕ) + 1 = (i : ℕ)) := by omega
      rw [if_neg h3, if_neg h1, if_neg h2]
      ring
```

## (c) The eigenvalue equation forces a sine wave

For an orbital at level x_j and 0 ≤ p ≤ n, show that

sin θ · φ_p = φ_1 sin(pθ)

For p = 0 both sides vanish, and for p = 1 they coincide. Now suppose the claim holds at p and p+1, with p+2 ≤ n. Row i = p of the eigenvalue equation and the addition formulas give

φ_{p+2} = 2 cos θ · φ_{p+1} − φ_p

sin((p+2)θ) = 2 cos θ · sin((p+1)θ) − sin(pθ)

Multiply the first by sin θ and insert the two known cases:

sin θ · φ_{p+2} = φ_1 [2 cos θ · sin((p+1)θ) − sin(pθ)] = φ_1 sin((p+2)θ)

In Lean the induction carries two consecutive positions at once. The recurrences are `r` and `t`, and `linear_combination` combines them.

```lean
/-- For a solution at level `j` and `p ≤ n`, `sin θ` times the amplitude at position `p` equals the
amplitude at position `1` times `sin (pθ)`, where `θ` is `phase n j`. -/
theorem amp_sine {n j : ℕ} {ψ : Fin n → ℝ} (h : IsOrbital n j ψ) (p : ℕ) (hp : p ≤ n) :
    Real.sin (phase n j) * amp ψ p = amp ψ 1 * Real.sin ((p : ℝ) * phase n j) := by
  have key : ∀ p : ℕ,
      (p ≤ n → Real.sin (phase n j) * amp ψ p
        = amp ψ 1 * Real.sin ((p : ℝ) * phase n j)) ∧
      (p + 1 ≤ n → Real.sin (phase n j) * amp ψ (p + 1)
        = amp ψ 1 * Real.sin (((p + 1 : ℕ) : ℝ) * phase n j)) := by
    intro p
    induction p with
    | zero =>
      refine ⟨fun _ => ?_, fun _ => ?_⟩
      · simp [amp]
      · simp only [zero_add, Nat.cast_one, one_mul]
        ring
    | succ p ih =>
      refine ⟨ih.2, fun hp2 => ?_⟩
      have i1 := ih.1 (by omega)
      have i2 := ih.2 (by omega)
      have hlt : p < n := by omega
      -- the eigenvalue equation at the middle one of three consecutive positions
      have r : amp ψ p + amp ψ (p + 1 + 1)
          = 2 * Real.cos (phase n j) * amp ψ (p + 1) := by
        have hs : amp ψ (p + 1) = ψ ⟨p, hlt⟩ := amp_site ψ ⟨p, hlt⟩
        have h' : pathAdj n *ᵥ ψ = level n j • ψ := h
        have e := congrFun h' ⟨p, hlt⟩
        rw [adj_mulVec, Pi.smul_apply, smul_eq_mul] at e
        rw [hs]
        exact e
      -- the sine obeys the same recurrence
      have t : Real.sin (((p + 1 + 1 : ℕ) : ℝ) * phase n j)
          = 2 * Real.cos (phase n j) * Real.sin (((p + 1 : ℕ) : ℝ) * phase n j)
            - Real.sin ((p : ℝ) * phase n j) := by
        have a : ((p + 1 + 1 : ℕ) : ℝ) * phase n j
            = ((p + 1 : ℕ) : ℝ) * phase n j + phase n j := by push_cast; ring
        have b : (p : ℝ) * phase n j
            = ((p + 1 : ℕ) : ℝ) * phase n j - phase n j := by push_cast; ring
        rw [a, b, Real.sin_add, Real.sin_sub]
        ring
      linear_combination Real.sin (phase n j) * r + 2 * Real.cos (phase n j) * i2 - i1
        - amp ψ 1 * t
  exact (key p).1 hp
```

## (d) Reflecting the sine

For 0 ≤ p ≤ n+1, show that

sin((n+1−p)θ) = (−1)^(j+1) sin(pθ)

Since (n+1)θ = jπ, the left side is

sin(jπ − pθ) = sin(jπ) cos(pθ) − cos(jπ) sin(pθ) = −(−1)^j sin(pθ)

```lean
/-- Reflecting position `p` to `n + 1 - p` multiplies the sine wave by `(-1)^(j+1)`. -/
theorem sine_reverse {n p : ℕ} (j : ℕ) (hp : p ≤ n + 1) :
    Real.sin (((n + 1 - p : ℕ) : ℝ) * phase n j)
      = (-1) ^ (j + 1) * Real.sin ((p : ℝ) * phase n j) := by
  have h : ((n : ℝ) + 1) * phase n j = (j : ℝ) * Real.pi := by
    unfold phase
    field_simp
  have e : ((n + 1 - p : ℕ) : ℝ) * phase n j
      = (j : ℝ) * Real.pi - (p : ℝ) * phase n j := by
    rw [Nat.cast_sub hp]
    push_cast
    linear_combination h
  rw [e, Real.sin_sub, Real.sin_nat_mul_pi, Real.cos_nat_mul_pi]
  ring
```

## (e) An upper bound on the phase

For j ≤ n, show that

θ < π

We have jπ ≤ nπ < (n+1)π. Divide by n+1.

```lean
lemma phase_lt_pi {n j : ℕ} (h : j ≤ n) : phase n j < Real.pi := by
  have hj : (j : ℝ) ≤ n := by exact_mod_cast h
  unfold phase
  rw [div_lt_iff₀ (by positivity)]
  nlinarith [mul_le_mul_of_nonneg_right hj Real.pi_pos.le, Real.pi_pos]
```

## (f) The prefactor is positive

For 1 ≤ j ≤ n, show that

sin θ > 0

Here θ > 0 because j > 0, and θ < π by (e). The sine is positive between these limits.

```lean
lemma sin_phase_pos {n j : ℕ} (h1 : 0 < j) (h2 : j ≤ n) : 0 < Real.sin (phase n j) := by
  have hj : (0 : ℝ) < j := by exact_mod_cast h1
  refine Real.sin_pos_of_pos_of_lt_pi ?_ (phase_lt_pi h2)
  unfold phase
  positivity
```

## (g) Parity of the orbital

For 1 ≤ j ≤ n, show that every orbital at level x_j satisfies

ψ_{n−1−i} = (−1)^(j+1) ψ_i

The reversed site n−1−i, written `i.rev` in Lean, has position n−i = n+1−(i+1). Apply (c) there, then (d), then (c) again at position i+1:

sin θ · ψ_{n−1−i} = φ_1 sin((n−i)θ) = (−1)^(j+1) φ_1 sin((i+1)θ) = (−1)^(j+1) sin θ · ψ_i

By (f) the factor sin θ can be cancelled, which is the `mul_left_cancel₀` step.

```lean
/-- For `1 ≤ j ≤ n`, reversing the sites multiplies every solution of the Hückel equation at
level `j` by `(-1)^(j+1)`. -/
theorem orbital_parity {n j : ℕ} {ψ : Fin n → ℝ} (h1 : 0 < j) (h2 : j ≤ n)
    (h : IsOrbital n j ψ) (i : Fin n) : ψ i.rev = (-1) ^ (j + 1) * ψ i := by
  have hi := i.isLt
  have a := amp_sine h ((i : ℕ) + 1) (by omega)
  have b := amp_sine h ((i.rev : ℕ) + 1) (by have := i.rev.isLt; omega)
  have e : (i.rev : ℕ) + 1 = n + 1 - ((i : ℕ) + 1) := by
    rw [Fin.val_rev]
    omega
  rw [amp_site] at a b
  rw [e, sine_reverse j (by omega)] at b
  apply mul_left_cancel₀ (sin_phase_pos h1 h2).ne'
  linear_combination b - (-1) ^ (j + 1) * a
```

## (h) Which rotation gives positive overlap

Let ψ ≠ 0, 1 ≤ j ≤ n and sin a ≠ 0, so that the rotation does turn the end orbitals partly towards each other. With c = ψ_0 and d = ψ_{n−1}, show that

S(a, −a) > 0 ⇔ j odd,  S(a, a) > 0 ⇔ j even

First, c ≠ 0: if φ_1 = c were zero, (c) and (f) would make every amplitude zero. By (g), d = (−1)^(j+1) c, so

S(a, −a) = cd sin²a = (−1)^(j+1) (c sin a)²

S(a, a) = −cd sin²a = (−1)^j (c sin a)²

The square is strictly positive, so the parity of j decides both signs. Lean treats even and odd j separately. Ring closure itself needs n ≥ 3: for n = 1 the two ends are the same atom, and for n = 2 they are already bonded, so there the statement is only algebra.

```lean
/-- For a nonzero orbital with `1 ≤ j ≤ n` and a rotation angle with nonzero sine, disrotatory
closure of the chain ends has positive overlap exactly for odd `j`, conrotatory closure exactly
for even `j`. -/
theorem closure_rule {n j : ℕ} {ψ : Fin n → ℝ} (h1 : 0 < j) (h2 : j ≤ n)
    (h : IsOrbital n j ψ) (hψ : ψ ≠ 0) {a : ℝ} (ha : Real.sin a ≠ 0) :
    (0 < closureOverlap (ψ ⟨0, h1.trans_le h2⟩) (ψ (Fin.rev ⟨0, h1.trans_le h2⟩)) a (-a)
        ↔ Odd j) ∧
    (0 < closureOverlap (ψ ⟨0, h1.trans_le h2⟩) (ψ (Fin.rev ⟨0, h1.trans_le h2⟩)) a a
        ↔ Even j) := by
  -- an orbital that vanishes on the first site vanishes everywhere
  have hc : ψ ⟨0, h1.trans_le h2⟩ ≠ 0 := by
    intro h0
    apply hψ
    funext i
    have s := amp_sine h ((i : ℕ) + 1) (by have := i.isLt; omega)
    have f : amp ψ 1 = ψ ⟨0, h1.trans_le h2⟩ := amp_site ψ ⟨0, h1.trans_le h2⟩
    rw [amp_site, f, h0, zero_mul] at s
    exact (mul_eq_zero.mp s).resolve_left (sin_phase_pos h1 h2).ne'
  rw [orbital_parity h1 h2 h]
  generalize ψ ⟨0, h1.trans_le h2⟩ = c at hc ⊢
  have q : 0 < (c * Real.sin a) ^ 2 := by positivity
  unfold closureOverlap
  rw [Real.sin_neg]
  rcases Nat.even_or_odd j with hj | hj
  · rw [hj.add_one.neg_one_pow]
    exact ⟨iff_of_false (by nlinarith) (Nat.not_odd_iff_even.mpr hj),
      iff_of_true (by nlinarith) hj⟩
  · rw [hj.add_one.neg_one_pow]
    exact ⟨iff_of_true (by nlinarith) hj,
      iff_of_false (by nlinarith) (Nat.not_even_iff_odd.mpr hj)⟩
```

## (i) The label of the highest filled level

On a chain of 2m sites, for j ≤ 2m, show that

x_m ≤ x_j ⇔ j ≤ m

The phase increases with j and stays in [0, π), where the cosine strictly decreases. Hence x_j falls as j grows. For m ≥ 1, labels 1 to 2m therefore give 2m different eigenvalues, each with the nonzero orbital ψ_i = sin((i+1)θ) described in (k). A 2m × 2m matrix has no room for more, so these are all the levels, with one independent orbital each; this count is not checked in Lean. Because β < 0, larger x means lower energy, so 2m electrons placed in pairs fill labels 1 to m, and label m is the HOMO. The statement also allows j = 0, which labels no nonzero orbital.

```lean
/-- On a chain of `2m` sites, the labels `j ≤ 2m` whose level is at least that of label `m`
are exactly those with `j ≤ m`. -/
theorem homo_label {m j : ℕ} (hj : j ≤ 2 * m) :
    level (2 * m) m ≤ level (2 * m) j ↔ j ≤ m := by
  have nonneg : ∀ k : ℕ, 0 ≤ phase (2 * m) k := fun k => by
    unfold phase
    positivity
  unfold level
  constructor
  · intro hle
    by_contra hlt
    have hmj : (m : ℝ) < j := by exact_mod_cast not_le.mp hlt
    have hp : phase (2 * m) m < phase (2 * m) j := by
      unfold phase
      gcongr
    have := Real.cos_lt_cos_of_nonneg_of_le_pi (nonneg m) (phase_lt_pi hj).le hp
    linarith
  · intro hle
    have hp : phase (2 * m) j ≤ phase (2 * m) m := by
      unfold phase
      gcongr
    have := Real.cos_le_cos_of_nonneg_of_le_pi (nonneg j)
      (phase_lt_pi (show m ≤ 2 * m by omega)).le hp
    linarith
```

## (j) Counting electrons

For a nonzero orbital m of a chain with 2m > 0 sites and 2m π electrons, and sin a ≠ 0, show that

S(a, −a) > 0 ⇔ 2m = 4q+2 for some integer q ≥ 0

S(a, a) > 0 ⇔ 2m = 4q for some integer q ≥ 0

Put j = m in (h). An odd m = 2q+1 gives 2m = 4q+2, and an even m = 2q gives 2m = 4q. Lean expresses the two cases as remainders of 2m modulo 4.

For m ≥ 2, and within this non-interacting, equal-coupling model, the result is the frontier-orbital form of the Woodward–Hoffmann rule for thermal electrocyclic closure of neutral polyenes. It concerns the HOMO alone and does not follow the other occupied orbitals through the reaction.

```lean
/-- For a nonzero orbital `m` of a polyene with `2m > 0` sites and as many π electrons, and a
rotation angle with nonzero sine, disrotatory closure has positive overlap exactly for `4q + 2`
electrons and conrotatory closure exactly for `4q`. -/
theorem homo_selection_rule {m : ℕ} {ψ : Fin (2 * m) → ℝ} (hm : 0 < m)
    (h : IsOrbital (2 * m) m ψ) (hψ : ψ ≠ 0) {a : ℝ} (ha : Real.sin a ≠ 0) :
    (0 < closureOverlap (ψ ⟨0, by omega⟩) (ψ (Fin.rev ⟨0, by omega⟩)) a (-a)
        ↔ 2 * m % 4 = 2) ∧
    (0 < closureOverlap (ψ ⟨0, by omega⟩) (ψ (Fin.rev ⟨0, by omega⟩)) a a
        ↔ 2 * m % 4 = 0) := by
  have r := closure_rule hm (by omega) h hψ ha
  have ho : Odd m ↔ 2 * m % 4 = 2 := by rw [Nat.odd_iff]; omega
  have he : Even m ↔ 2 * m % 4 = 0 := by rw [Nat.even_iff]; omega
  exact ⟨r.1.trans ho, r.2.trans he⟩
```

## (k) Ethylene and allyl

Verify that (1, 1) is an orbital for n = 2, j = 1, and (1, 0, −1) for n = 3, j = 2:

A(1, 1) = 1 · (1, 1),  A(1, 0, −1) = 0 · (1, 0, −1)

The levels are 2 cos(π/3) = 1 and 2 cos(π/2) = 0. Swapping the two ethylene sites changes nothing. In allyl the ends have opposite signs, and their contributions cancel on the middle site. Both vectors are unnormalised; dividing by √2 gives end coefficients of magnitude 0.707. For general n and j, the recurrence in (c) together with sin((n+1)θ) = 0 shows by hand that ψ_i = sin((i+1)θ) is an orbital, though the file checks only these two instances.

```lean
/-- The vector `(1, 1)` is an orbital of the two-site chain with label `1`, and `(1, 0, -1)` is
an orbital of the three-site chain with label `2`. -/
theorem isOrbital_witness : IsOrbital 2 1 ![1, 1] ∧ IsOrbital 3 2 ![1, 0, -1] := by
  have l1 : level 2 1 = 1 := by
    have e : phase 2 1 = Real.pi / 3 := by
      unfold phase
      norm_num
    rw [level, e, Real.cos_pi_div_three]
    norm_num
  have l2 : level 3 2 = 0 := by
    have e : phase 3 2 = Real.pi / 2 := by
      unfold phase
      push_cast
      ring
    rw [level, e, Real.cos_pi_div_two, mul_zero]
  unfold IsOrbital
  rw [l1, l2]
  constructor
  · ext i
    fin_cases i <;> simp [pathAdj, Matrix.mulVec, dotProduct, Fin.sum_univ_two]
  · ext i
    fin_cases i <;> simp [pathAdj, Matrix.mulVec, dotProduct, Fin.sum_univ_three]

end

end PolyeneFrontierParity
```

```lean
#print axioms PolyeneFrontierParity.closure_rule
#print axioms PolyeneFrontierParity.homo_label
#print axioms PolyeneFrontierParity.homo_selection_rule
```

```
'PolyeneFrontierParity.closure_rule' depends on axioms: [propext, Classical.choice, Quot.sound]
'PolyeneFrontierParity.homo_label' depends on axioms: [propext, Classical.choice, Quot.sound]
'PolyeneFrontierParity.homo_selection_rule' depends on axioms: [propext, Classical.choice, Quot.sound]
```

## Butadiene in numbers and in code

For n = 4 and m = 2, θ = 72° and x_2 = 0.618. The normalised HOMO is

ψ = (0.602, 0.372, −0.372, −0.602)

The first row of the eigenvalue equation reads 0.372 = 0.618 · 0.602. At a = 90° the disrotatory overlap is −0.362 and the conrotatory overlap is +0.362, as (j) requires for four electrons.

In a Hückel program for this chain, the parity of a normalised eigenvector is its dot product with its own reversed copy, which is +1 or −1. The arbitrary overall sign returned by the diagonaliser drops out. If the routine sorts the eigenvalues of A in ascending order, label j is the j-th vector from the end.
